# A sufficient condition for s²–p² mixing to lower the polarizability in a three-state model

A calculation of the static polarizability of a beryllium-like atom can start from the single configuration s² or from a mixture of s² with the nearby p². In a model with one sp excited state, the result below gives the direction of the change: the lower-energy mixture has the smaller polarizability, provided that sp lies above s² and the dipole couplings satisfy a condition on sign and size.

## Two configurations and one sp state

```lean
import Mathlib

open Matrix

namespace NearDegenerateStark

noncomputable section

/-- Hamiltonian of the configurations s² (energy 0) and p² (energy `d`) with interaction `K`. -/
def configHam (K d : ℝ) : Matrix (Fin 2) (Fin 2) ℝ := !![0, K; K, d]
```

This is the 2×2 Hamiltonian of the two configurations. The energy of s² is the zero, p² lies at d, and K is the interaction between them. The type ℝ makes every entry a real number, and `Fin 2` labels the components 0 and 1, so the amplitudes of s² and p² are v₀ and v₁.

```lean
/-- The lower energy of the two interacting configurations. -/
def lowerEnergy (K d : ℝ) : ℝ := (d - Real.sqrt (d ^ 2 + 4 * K ^ 2)) / 2
```

The lower root of the secular equation is

E = (d − √(d² + 4K²)) / 2.

At this point it is only a formula; that it is the least eigenvalue of the two-configuration Hamiltonian is proved below for K > 0.

```lean
/-- Zero-field Hamiltonian in the basis s², p², sp, with the sp state at energy `D`. -/
def atomHam (K d D : ℝ) : Matrix (Fin 3) (Fin 3) ℝ := !![0, K, 0; K, d, 0; 0, 0, D]
```

The sp state joins at energy D. Without a field it does not mix with the other two, as parity requires.

```lean
/-- Dipole operator coupling s² to sp with strength `a` and p² to sp with strength `b`. -/
def dipole (a b : ℝ) : Matrix (Fin 3) (Fin 3) ℝ := !![0, 0, a; 0, 0, b; a, b, 0]
```

The dipole operator μ connects sp to s² with strength a and to p² with strength b. Phase choices can make K and a positive; the sign of b is then physical.

```lean
/-- A mixture of s² and p² regarded as a state of the three-state atom. -/
def embed (v : Fin 2 → ℝ) : Fin 3 → ℝ := ![v 0, v 1, 0]
```

A mixture (v₀, v₁) becomes the three-component state (v₀, v₁, 0).

```lean
/-- Static polarizability, due to the sp state at `D`, of a unit eigenvector `v` with energy `E`;
the domain is `D ≠ E`. -/
def polarizability (a b D E : ℝ) (v : Fin 2 → ℝ) : ℝ :=
  2 * (a * v 0 + b * v 1) ^ 2 / (D - E)
```

For a normalized eigenstate with energy E and transition dipole m = a v₀ + b v₁, the polarizability is

α = 2m² / (D − E).

For pure s², with the interaction K neglected, it would be 2a²/D. Other excited states would add terms of their own, which the model leaves out.

## Where the formula for α comes from

```lean
/-- The first- and second-order perturbation equations for the Hamiltonian `H - F μ` in a
field `F`, with state `v + F y + F² z` and energy `E + F E₁ + F² E₂`. -/
def IsStarkExpansion (K d D a b E : ℝ) (v : Fin 2 → ℝ) (y z : Fin 3 → ℝ) (E₁ E₂ : ℝ) : Prop :=
  atomHam K d D *ᵥ y - dipole a b *ᵥ embed v = E • y + E₁ • embed v ∧
  atomHam K d D *ᵥ z - dipole a b *ᵥ y = E • z + E₁ • y + E₂ • embed v
```

In a field F the Hamiltonian is H − Fμ. Write the state as v + F y + F² z and the energy as E + F E₁ + F² E₂, then collect powers of F:

H y − μ v = E y + E₁ v

H z − μ y = E z + E₁ y + E₂ v

In Lean, `*ᵥ` applies a matrix to a vector and `•` multiplies a vector by a number. A `Prop` is a statement, here that both equations hold.

```lean
/-- The eigenvalue equation of the two configurations, written out in amplitudes. -/
theorem secular_iff (K d e : ℝ) (v : Fin 2 → ℝ) :
    configHam K d *ᵥ v = e • v ↔
      K * v 1 = e * v 0 ∧ K * v 0 + d * v 1 = e * v 1 := by
  constructor
  · intro h
    exact ⟨by simpa [configHam, Matrix.mulVec, dotProduct, Fin.sum_univ_two] using congrFun h 0,
      by simpa [configHam, Matrix.mulVec, dotProduct, Fin.sum_univ_two] using congrFun h 1⟩
  · rintro ⟨h0, h1⟩
    ext i
    fin_cases i
    · simpa [configHam, Matrix.mulVec, dotProduct, Fin.sum_univ_two] using h0
    · simpa [configHam, Matrix.mulVec, dotProduct, Fin.sum_univ_two] using h1
```

The eigenvalue equation for an energy e, written in components, is

K v₁ = e v₀

K v₀ + d v₁ = e v₁.

The proof reads off the two components in one direction and reassembles them in the other.

```lean
/-- For `K > 0`, the lower energy is below that of the bare s² configuration. -/
theorem lowerEnergy_neg {K : ℝ} (d : ℝ) (hK : 0 < K) : lowerEnergy K d < 0 := by
  have h : d < Real.sqrt (d ^ 2 + 4 * K ^ 2) :=
    Real.lt_sqrt_of_sq_lt (by nlinarith [pow_pos hK 2])
  unfold lowerEnergy
  linarith
```

Since K > 0, √(d² + 4K²) exceeds d, so E < 0. The lower state lies below s², whatever the sign of d.

```lean
/-- For `K > 0`, `lowerEnergy K d` is the least eigenvalue of the configuration Hamiltonian. -/
theorem lowerEnergy_isLeast {K : ℝ} (d : ℝ) (hK : 0 < K) :
    IsLeast {e : ℝ | ∃ v : Fin 2 → ℝ, v ≠ 0 ∧ configHam K d *ᵥ v = e • v}
      (lowerEnergy K d) := by
  have root : lowerEnergy K d ^ 2 = d * lowerEnergy K d + K ^ 2 := by
    have h := Real.sq_sqrt (show 0 ≤ d ^ 2 + 4 * K ^ 2 by positivity)
    unfold lowerEnergy
    linear_combination (1 / 4) * h
  constructor
  · refine ⟨![K, lowerEnergy K d], ?_, ?_⟩
    · intro h
      have h0 : K = 0 := congrFun h 0
      exact hK.ne' h0
    · rw [secular_iff]
      constructor
      · show K * lowerEnergy K d = lowerEnergy K d * K
        ring
      · show K * K + d * lowerEnergy K d = lowerEnergy K d * lowerEnergy K d
        linear_combination -root
  · rintro e ⟨v, hv, h⟩
    obtain ⟨e0, e1⟩ := (secular_iff K d e v).1 h
    have hv0 : v 0 ≠ 0 := by
      intro h0
      have hp : K * v 1 = 0 := by rw [e0, h0, mul_zero]
      have h1 : v 1 = 0 := (mul_eq_zero.1 hp).resolve_left hK.ne'
      apply hv
      ext i
      fin_cases i
      · exact h0
      · exact h1
    -- every eigenvalue solves the secular equation
    have hm : (e ^ 2 - d * e - K ^ 2) * v 0 = 0 := by
      linear_combination (d - e) * e0 - K * e1
    have key := (mul_eq_zero.1 hm).resolve_right hv0
    have hs : 2 * lowerEnergy K d ≤ d := by
      unfold lowerEnergy
      linarith [Real.sqrt_nonneg (d ^ 2 + 4 * K ^ 2)]
    by_contra hlt
    have hlt' : e < lowerEnergy K d := not_le.1 hlt
    have hp := mul_pos (sub_pos.2 hlt')
      (show 0 < d - e - lowerEnergy K d by linarith)
    nlinarith
```

`IsLeast` says that E is an eigenvalue and that no eigenvalue is smaller. By hand, the formula gives E² = dE + K², so (K, E) is an eigenvector. Conversely, take any eigenvalue e. Its eigenvector has v₀ ≠ 0, since otherwise K v₁ = 0 and the vector vanishes. Eliminating v₁ gives e² = de + K², and subtracting the two quadratics gives

(E − e)(d − e − E) = 0.

If e < E, both factors are positive, because 2E ≤ d. That is a contradiction. The tactic `linear_combination` checks such eliminations from the stated multiples of the equations.

```lean
/-- For a unit eigenvector `v` with energy `E ≠ D` and any solution of the perturbation equations,
the linear Stark shift vanishes, the first-order sp admixture is the transition dipole over the gap,
and the quadratic shift is `-α/2`. -/
theorem stark_shift {K d D a b E E₁ E₂ : ℝ} {v : Fin 2 → ℝ} {y z : Fin 3 → ℝ}
    (hDE : D ≠ E) (hv : configHam K d *ᵥ v = E • v) (hn : v ⬝ᵥ v = 1)
    (h : IsStarkExpansion K d D a b E v y z E₁ E₂) :
    E₁ = 0 ∧ y 2 = (a * v 0 + b * v 1) / (D - E) ∧
      E₂ = -polarizability a b D E v / 2 := by
  obtain ⟨e0, e1⟩ := (secular_iff K d E v).1 hv
  have n : v 0 * v 0 + v 1 * v 1 = 1 := by
    simpa [dotProduct, Fin.sum_univ_two] using hn
  obtain ⟨hy, hz⟩ := h
  have r0 : K * y 1 = E * y 0 + E₁ * v 0 := by
    simpa [atomHam, dipole, embed, Matrix.mulVec, dotProduct, Fin.sum_univ_three]
      using congrFun hy 0
  have r1 : K * y 0 + d * y 1 = E * y 1 + E₁ * v 1 := by
    simpa [atomHam, dipole, embed, Matrix.mulVec, dotProduct, Fin.sum_univ_three]
      using congrFun hy 1
  have r2 : D * y 2 - (v 0 * a + v 1 * b) = E * y 2 := by
    simpa [atomHam, dipole, embed, Matrix.mulVec, dotProduct, Fin.sum_univ_three]
      using congrFun hy 2
  have s0 : K * z 1 - a * y 2 = E * z 0 + E₁ * y 0 + E₂ * v 0 := by
    simpa [atomHam, dipole, embed, Matrix.mulVec, dotProduct, Fin.sum_univ_three]
      using congrFun hz 0
  have s1 : K * z 0 + d * z 1 - b * y 2 = E * z 1 + E₁ * y 1 + E₂ * v 1 := by
    simpa [atomHam, dipole, embed, Matrix.mulVec, dotProduct, Fin.sum_univ_three]
      using congrFun hz 1
  -- project both orders on the unperturbed state
  have hE1 : E₁ = 0 := by
    linear_combination -v 0 * r0 - v 1 * r1 + y 0 * e0 + y 1 * e1 - E₁ * n
  have hE2 : E₂ = -((a * v 0 + b * v 1) * y 2) := by
    linear_combination -v 0 * s0 - v 1 * s1 + z 0 * e0 + z 1 * e1 - E₂ * n
      - (v 0 * y 0 + v 1 * y 1) * hE1
  have hy2 : y 2 = (a * v 0 + b * v 1) / (D - E) := by
    rw [eq_div_iff (sub_ne_zero.2 hDE)]
    linear_combination r2
  refine ⟨hE1, hy2, ?_⟩
  rw [hE2, hy2]
  unfold polarizability
  ring
```

Here E may be either eigenvalue, as long as D ≠ E, and `v ⬝ᵥ v = 1` is normalization. Project the first-order equation on v. The terms in H and E cancel because H is symmetric, and v·μv = 0, so E₁ = 0: there is no linear Stark shift. The sp component of the same equation gives

D y₂ − m = E y₂, hence y₂ = m / (D − E).

Projecting the second-order equation on v leaves

E₂ = −m y₂ = −m² / (D − E) = −α/2.

In the proof, `r0` to `r2` and `s0`, `s1` are the component equations, and `hE1` and `hE2` are the two projections.

```lean
/-- An explicit atom with `K = 12`, `d = 7`, `D = 1`, `a = 10`, `b = 5` that satisfies the
eigenvalue, normalization and perturbation equations. -/
theorem stark_shift_witness :
    configHam 12 7 *ᵥ ![4 / 5, -3 / 5] = (-9 : ℝ) • ![4 / 5, -3 / 5] ∧
    (![4 / 5, -3 / 5] : Fin 2 → ℝ) ⬝ᵥ ![4 / 5, -3 / 5] = 1 ∧
    IsStarkExpansion 12 7 1 10 5 (-9) ![4 / 5, -3 / 5] ![0, 0, 1 / 2] ![1 / 3, 0, 0]
      0 (-5 / 2) := by
  refine ⟨?_, ?_, ?_, ?_⟩
  · rw [secular_iff]
    norm_num
  · norm_num [dotProduct, Fin.sum_univ_two]
  · ext i
    fin_cases i <;>
      norm_num [atomHam, dipole, embed, Matrix.mulVec, dotProduct, Fin.sum_univ_three]
  · ext i
    fin_cases i <;>
      norm_num [atomHam, dipole, embed, Matrix.mulVec, dotProduct, Fin.sum_univ_three]
```

The atom here is a set of model parameters chosen for easy arithmetic, not a real atom. It satisfies all the equations. Its transition dipole is 10·4/5 − 5·3/5 = 5 and its gap is 10, so y₂ = 1/2, α = 5 and E₂ = −5/2.

## Destructive interference and a wider gap

```lean
/-- For `K > 0`, the s² and p² amplitudes of the lower state have opposite signs. -/
theorem amplitudes_opposite {K d : ℝ} {v : Fin 2 → ℝ} (hK : 0 < K)
    (hv : configHam K d *ᵥ v = lowerEnergy K d • v) (hn : v ⬝ᵥ v = 1) :
    v 0 * v 1 < 0 := by
  obtain ⟨e0, -⟩ := (secular_iff K d _ v).1 hv
  have n : v 0 * v 0 + v 1 * v 1 = 1 := by
    simpa [dotProduct, Fin.sum_univ_two] using hn
  have hv0 : v 0 ≠ 0 := by
    intro h0
    have hp : K * v 1 = 0 := by rw [e0, h0, mul_zero]
    have h1 : v 1 = 0 := (mul_eq_zero.1 hp).resolve_left hK.ne'
    rw [h0, h1] at n
    norm_num at n
  have hp : K * (v 0 * v 1) = lowerEnergy K d * v 0 ^ 2 := by
    linear_combination v 0 * e0
  have hneg := mul_neg_of_neg_of_pos (lowerEnergy_neg d hK) (show 0 < v 0 ^ 2 by positivity)
  by_contra h
  have := mul_nonneg hK.le (not_lt.1 h)
  linarith
```

Multiply K v₁ = E v₀ by v₀:

K v₀v₁ = E v₀².

Normalization excludes v₀ = 0, since v₁ would then vanish too. The right side is therefore negative, and the two amplitudes have opposite signs.

```lean
/-- The normalized lower state has a polarizability below the single-configuration value `2a²/D`,
for `K > 0`, `D > 0`, `a > 0` and `0 ≤ b ≤ a`. -/
theorem mixing_lowers_polarizability {K d D a b : ℝ} {v : Fin 2 → ℝ}
    (hK : 0 < K) (hD : 0 < D) (ha : 0 < a) (hb : 0 ≤ b) (hba : b ≤ a)
    (hv : configHam K d *ᵥ v = lowerEnergy K d • v) (hn : v ⬝ᵥ v = 1) :
    polarizability a b D (lowerEnergy K d) v < 2 * a ^ 2 / D := by
  have hE := lowerEnergy_neg d hK
  have hopp := amplitudes_opposite hK hv hn
  have n : v 0 * v 0 + v 1 * v 1 = 1 := by
    simpa [dotProduct, Fin.sum_univ_two] using hn
  -- the sign and size conditions on `b` bound the transition dipole
  have h1 : 0 ≤ (a ^ 2 - b ^ 2) * v 1 ^ 2 := mul_nonneg (by nlinarith) (sq_nonneg _)
  have h2 : 0 ≤ a * b * (-(v 0 * v 1)) :=
    mul_nonneg (mul_nonneg ha.le hb) (by linarith)
  have hid : (a * v 0 + b * v 1) ^ 2 =
      a ^ 2 - (a ^ 2 - b ^ 2) * v 1 ^ 2 - 2 * (a * b * (-(v 0 * v 1))) := by
    linear_combination a ^ 2 * n
  have hm : (a * v 0 + b * v 1) ^ 2 ≤ a ^ 2 := by linarith
  have hgap : 0 < D - lowerEnergy K d := by linarith
  -- the wider gap makes the inequality strict
  calc polarizability a b D (lowerEnergy K d) v
      ≤ 2 * a ^ 2 / (D - lowerEnergy K d) := by
        unfold polarizability
        gcongr
    _ < 2 * a ^ 2 / D := div_lt_div_of_pos_left (by positivity) hD (by linarith)
```

The hypotheses are K > 0, D > 0, a > 0 and 0 ≤ b ≤ a, with v a real unit eigenvector at the lower energy; d is free. The condition on b says that p² couples to sp with the same sign as s² and no more strongly, or not at all. It is assumed here, not derived from the orbitals of an atom.

Using v₀² + v₁² = 1,

m² = a² − (a² − b²) v₁² + 2ab v₀v₁ ≤ a²,

because neither correction is positive. This is `hid` followed by `hm`. Since E < 0, the gap D − E is larger than D, and

α ≤ 2a² / (D − E) < 2a² / D.

The `calc` block has these same two steps; `gcongr` carries the bound on m² through the fraction.

For an example with numbers chosen for easy arithmetic, not taken from a real atom, let K = 12, d = 7, D = 18, a = 1 and b = 1/2. Then √(49 + 576) = 25, so E = −9, and v = (4/5, −3/5). The transition dipole is 4/5 − 3/10 = 1/2, and

α = 2·(1/4) / 27 = 1/54,

against 2/18 = 1/9 for pure s².

## Couplings for which mixing raises the polarizability

```lean
/-- For `K = 12`, `d = 7`, `D = 18`, `a = 1`, mixing raises the polarizability both when
`b = -1` and when `b = 10`. -/
theorem coupling_conditions_sharp :
    lowerEnergy 12 7 = -9 ∧
    configHam 12 7 *ᵥ ![4 / 5, -3 / 5] = (-9 : ℝ) • ![4 / 5, -3 / 5] ∧
    (![4 / 5, -3 / 5] : Fin 2 → ℝ) ⬝ᵥ ![4 / 5, -3 / 5] = 1 ∧
    2 * 1 ^ 2 / 18 < polarizability 1 (-1) 18 (-9) ![4 / 5, -3 / 5] ∧
    2 * 1 ^ 2 / 18 < polarizability 1 10 18 (-9) ![4 / 5, -3 / 5] := by
  refine ⟨?_, stark_shift_witness.1, stark_shift_witness.2.1, ?_, ?_⟩
  · have h : Real.sqrt (7 ^ 2 + 4 * 12 ^ 2) = 25 := by
      rw [show (7 ^ 2 + 4 * 12 ^ 2 : ℝ) = 25 ^ 2 by norm_num]
      exact Real.sqrt_sq (by norm_num)
    unfold lowerEnergy
    rw [h]
    norm_num
  · norm_num [polarizability]
  · norm_num [polarizability]

end

end NearDegenerateStark
```

Keep the same K, d, D and a, and change only b. The two values of b are chosen to test the hypotheses and are not taken from a real atom. For b = −1 the two contributions add, m = 7/5, and α = 3.92/27 ≈ 0.145, above 1/9 ≈ 0.111. So |b| ≤ a is not enough. For b = 10 the p² contribution dominates, m = −26/5, and α = 54.08/27 ≈ 2.00. So b ≥ 0 alone is not enough either. Despite the word `sharp` in its name, the theorem does not locate the value of b at which the inequality first fails.

```lean
#print axioms NearDegenerateStark.lowerEnergy_isLeast
#print axioms NearDegenerateStark.stark_shift
#print axioms NearDegenerateStark.mixing_lowers_polarizability
#print axioms NearDegenerateStark.coupling_conditions_sharp
```

```
'NearDegenerateStark.lowerEnergy_isLeast' depends on axioms: [propext, Classical.choice, Quot.sound]
'NearDegenerateStark.stark_shift' depends on axioms: [propext, Classical.choice, Quot.sound]
'NearDegenerateStark.mixing_lowers_polarizability' depends on axioms: [propext, Classical.choice, Quot.sound]
'NearDegenerateStark.coupling_conditions_sharp' depends on axioms: [propext, Classical.choice, Quot.sound]
```
